# Even moments of a Gaussian on the real line

The lemma `even_moment` gives the integral of x²ⁿ exp(−px²) over the whole real line, for real p > 0 and any natural number n, as √(π/p) (2n−1)!!/(2p)ⁿ, where the double factorial is taken as 1 at n = 0. The Gaussian weight is unnormalised; dividing by its total integral √(π/p) gives the mean of x²ⁿ in the normalised Gaussian density, (2n−1)!!/(2p)ⁿ. The proof is by induction on n. The base case is the plain Gaussian integral, and the step uses the fact that the derivative of x²ⁿ⁺¹ exp(−px²) integrates to zero, which ties each even moment to the one before.

In Lean, a first try:

```lean
import Mathlib

open MeasureTheory Real

namespace CartesianGaussianNorm

noncomputable section

/-- The product of the first `n` odd numbers, `(2n-1)!!`, equal to `1` for `n = 0`. -/
def oddFact (n : ℕ) : ℝ := ∏ m ∈ Finset.range n, (2 * (m : ℝ) + 1)

private lemma integrable_moment {p : ℝ} (hp : 0 < p) (n : ℕ) :
    Integrable (fun x : ℝ => x ^ n * Real.exp (-p * x ^ 2)) := by
  have hn : (-1 : ℝ) < (n : ℝ) := by
    have : (0 : ℝ) ≤ (n : ℝ) := Nat.cast_nonneg n
    linarith
  have h := integrable_rpow_mul_exp_neg_mul_sq hp hn
  simpa only [Real.rpow_natCast] using h

private lemma even_moment {p : ℝ} (hp : 0 < p) (n : ℕ) :
    ∫ x : ℝ, x ^ (2 * n) * Real.exp (-p * x ^ 2) = √(π / p) * oddFact n / (2 * p) ^ n := by
  induction n with
  | zero => simp [oddFact, integral_gaussian]
  | succ n ih =>
    have hA : Integrable (fun x : ℝ =>
        (2 * (n : ℝ) + 1) * (x ^ (2 * n) * Real.exp (-p * x ^ 2))) :=
      (integrable_moment hp (2 * n)).const_mul _
    have hB : Integrable (fun x : ℝ =>
        (2 * p) * (x ^ (2 * (n + 1)) * Real.exp (-p * x ^ 2))) :=
      (integrable_moment hp (2 * (n + 1))).const_mul _
    -- the derivative of x^(2n+1) exp(-p x²) integrates to zero
    have hd : ∀ x : ℝ, HasDerivAt (fun x : ℝ => x ^ (2 * n + 1) * Real.exp (-p * x ^ 2))
        ((2 * (n : ℝ) + 1) * (x ^ (2 * n) * Real.exp (-p * x ^ 2))
          - (2 * p) * (x ^ (2 * (n + 1)) * Real.exp (-p * x ^ 2))) x := by
      intro x
      refine ((hasDerivAt_pow (2 * n + 1) x).fun_mul
        (((hasDerivAt_pow 2 x).const_mul (-p)).exp)).congr_deriv ?_
      simp only [show 2 * n + 1 - 1 = 2 * n by omega, show (2 - 1 : ℕ) = 1 from rfl]
      push_cast
      ring
    have h0 := integral_eq_zero_of_hasDerivAt_of_integrable hd (hA.sub hB)
      (integrable_moment hp (2 * n + 1))
    rw [integral_sub hA hB, integral_const_mul, integral_const_mul, ih] at h0
    have h1 : ∫ x : ℝ, x ^ (2 * (n + 1)) * Real.exp (-p * x ^ 2)
        = (2 * (n : ℝ) + 1) * (√(π / p) * oddFact n / (2 * p) ^ n) / (2 * p) := by
      rw [eq_div_iff (by positivity)]
      linarith
    have h2 : oddFact (n + 1) = oddFact n * (2 * (n : ℝ) + 1) :=
      Finset.prod_range_succ _ _
    rw [h1, h2]
    generalize √(π / p) = s
    generalize 2 * p = P
    ring

end

end CartesianGaussianNorm
```

Compiling this gives:

```
Main.lean:23:9: error: unsolved goals
case zero
p : ℝ
hp : 0 < p
⊢ ∫ (x : ℝ), rexp (-(p * x ^ 2)) = √(π / p)
Main.lean:23:27: warning: This simp argument is unused:
  integral_gaussian

Hint: Omit it from the simp argument list.
  [apply] simp [oddFact]

Note: This linter can be disabled with `set_option linter.unusedSimpArgs false`
```

Cause. The error is in the base case, where `simp` stops at the Gaussian integral itself. Mathlib's `integral_gaussian` states that integral with the exponent written `-p * x ^ 2`. But `simp` simplifies inside the integral first and moves the minus sign outward, giving `-(p * x ^ 2)`. The two exponents are equal, but the left side of `integral_gaussian` no longer matches the goal as a rewrite pattern, so the lemma is never applied. That is also why the warning calls it unused; following the hint and omitting it would leave the goal unproved.

The repair takes the lemma at `p` as a hypothesis `h` and closes the goal with `simpa [oddFact] using h`. This simplifies `h` as well as the goal, so the minus sign moves in both and they agree.

The other change only shortens a comment and has no effect on the proof.

After these edits no error is left:

```diff
@@ -21,5 +21,7 @@
     ∫ x : ℝ, x ^ (2 * n) * Real.exp (-p * x ^ 2) = √(π / p) * oddFact n / (2 * p) ^ n := by
   induction n with
-  | zero => simp [oddFact, integral_gaussian]
+  | zero =>
+    have h := integral_gaussian p
+    simpa [oddFact] using h
   | succ n ih =>
     have hA : Integrable (fun x : ℝ =>
@@ -29,5 +31,5 @@
         (2 * p) * (x ^ (2 * (n + 1)) * Real.exp (-p * x ^ 2))) :=
       (integrable_moment hp (2 * (n + 1))).const_mul _
-    -- the derivative of x^(2n+1) exp(-p x²) integrates to zero
+    -- the derivative of x^(2n+1) exp(-p x²)
     have hd : ∀ x : ℝ, HasDerivAt (fun x : ℝ => x ^ (2 * n + 1) * Real.exp (-p * x ^ 2))
         ((2 * (n : ℝ) + 1) * (x ^ (2 * n) * Real.exp (-p * x ^ 2))
```
